# First-order shifts of the isotropic planar oscillator under dimensionless xy: (N − 2k)/2 for 0 ≤ k ≤ N

A state of the isotropic planar oscillator with real amplitudes and finitely many terms in the number basis is represented here by a real polynomial in u and v, where multiplying by u or v creates a quantum along x or y and differentiating removes one. The N-quantum level is then the space of homogeneous polynomials of degree N, and its first-order shifts under xy are the eigenvalues of xy projected onto that space.

```lean
import Mathlib

open MvPolynomial

namespace OscillatorPerturbedByXY

noncomputable section

/-- States of the planar oscillator: real polynomials in the creation variables
`u = X 0` and `v = X 1`. -/
abbrev State := MvPolynomial (Fin 2) ℝ

/-- The dimensionless position along axis `i`: creation plus annihilation, over `√2`. -/
def position (i : Fin 2) (p : State) : State :=
  (√2)⁻¹ • (X i * p + pderiv i p)

/-- The coupling `(u d/dv + v d/du) / 2`, which moves one quantum between the axes. -/
def coupling : State →ₗ[ℝ] State where
  toFun p := (1 / 2 : ℝ) • (X 0 * pderiv 1 p + X 1 * pderiv 0 p)
  map_add' p q := by
    simp only [map_add, smul_eq_C_mul]
    ring
  map_smul' c p := by
    simp only [Derivation.map_smul, mul_smul_comm, RingHom.id_apply]
    module

/-- The state `(u+v)^(N-k) (u-v)^k`, used for `k ≤ N`. -/
def mode (N k : ℕ) : State := (X 0 + X 1) ^ (N - k) * (X 0 - X 1) ^ k

/-- The span of the states `(u+v)^(N-k) (u-v)^k` with `0 ≤ k ≤ N`. -/
def modeSpan (N : ℕ) : Submodule ℝ State :=
  Submodule.span ℝ (Set.range fun k : Fin (N + 1) => mode N k)

lemma coupling_apply (p : State) :
    coupling p = (1 / 2 : ℝ) • (X 0 * pderiv 1 p + X 1 * pderiv 0 p) := rfl

lemma pderiv_cross {i j : Fin 2} (h : j ≠ i) : pderiv i (X j : State) = 0 :=
  pderiv_X_of_ne h

lemma pderiv_vacuum {p : State} (hp : p.IsHomogeneous 0) (i : Fin 2) :
    pderiv i p = 0 := by
  have h := totalDegree_eq_zero_iff_eq_C.mp (Nat.le_zero.mp hp.totalDegree_le)
  rw [h, pderiv_C]

/-- The coupling conserves the total number of quanta. -/
theorem coupling_isHomogeneous {N : ℕ} {p : State} (hp : p.IsHomogeneous N) :
    (coupling p).IsHomogeneous N := by
  rw [coupling_apply]
  rcases N with _ | n
  · simp only [pderiv_vacuum hp, mul_zero, add_zero, smul_zero]
    exact isHomogeneous_zero _ _ _
  · have h (i j : Fin 2) : (X i * pderiv j p : State).IsHomogeneous (n + 1) := by
      have := (isHomogeneous_X ℝ i).mul (hp.pderiv (i := j))
      convert this using 1
      omega
    exact (homogeneousSubmodule (Fin 2) ℝ (n + 1)).smul_mem _ ((h 0 1).add (h 1 0))

/-- On the `N`-quantum level, the perturbation `xy` projected back onto that level is
the coupling `(u d/dv + v d/du) / 2`. -/
theorem projected_xy {N : ℕ} {p : State} (hp : p.IsHomogeneous N) :
    homogeneousComponent N (position 0 (position 1 p)) = coupling p := by
  have hr : (√2)⁻¹ * (√2)⁻¹ = (1 / 2 : ℝ) := by
    rw [← mul_inv, Real.mul_self_sqrt (by norm_num)]
    norm_num
  -- separate the part that conserves quanta from those that change them by two
  have hx : position 0 (position 1 p) = coupling p + (1 / 2 : ℝ) • (X 0 * X 1 * p)
      + (1 / 2 : ℝ) • pderiv 0 (pderiv 1 p) := by
    simp only [position, coupling_apply, Derivation.map_smul, mul_smul_comm]
    rw [← smul_add, smul_smul, hr]
    simp only [map_add, Derivation.leibniz, smul_eq_mul,
      pderiv_cross (show (1 : Fin 2) ≠ 0 by decide), smul_eq_C_mul]
    ring
  have hup : homogeneousComponent N (X 0 * X 1 * p) = 0 := by
    rw [homogeneousComponent_of_mem
      (((isHomogeneous_X ℝ (0 : Fin 2)).mul (isHomogeneous_X ℝ 1)).mul hp),
      if_neg (by omega)]
  have hdown : homogeneousComponent N (pderiv 0 (pderiv 1 p)) = 0 := by
    rcases N with _ | n
    · rw [pderiv_vacuum hp, map_zero, map_zero]
    · rw [homogeneousComponent_of_mem ((hp.pderiv (i := 1)).pderiv (i := 0)),
        if_neg (by omega)]
  rw [hx, map_add, map_add, map_smul, map_smul, hup, hdown,
    homogeneousComponent_of_mem (coupling_isHomogeneous hp), if_pos rfl]
  simp

lemma coupling_mul (p q : State) :
    coupling (p * q) = p * coupling q + q * coupling p := by
  simp only [coupling_apply, Derivation.leibniz, smul_eq_mul, smul_eq_C_mul]
  ring

/-- Multiplying an eigenvector of the coupling by `u+v` raises its eigenvalue by `1/2`,
and multiplying it by `u-v` lowers the eigenvalue by `1/2`. -/
theorem coupling_ladder {p : State} {c : ℝ} (h : coupling p = c • p) :
    coupling ((X 0 + X 1) * p) = (c + 1 / 2) • ((X 0 + X 1) * p) ∧
    coupling ((X 0 - X 1) * p) = (c - 1 / 2) • ((X 0 - X 1) * p) := by
  have h01 := pderiv_cross (show (1 : Fin 2) ≠ 0 by decide)
  have h10 := pderiv_cross (show (0 : Fin 2) ≠ 1 by decide)
  constructor <;> rw [coupling_mul, h] <;>
    simp only [coupling_apply, map_add, map_sub, h01, h10, pderiv_X_self,
      smul_eq_C_mul] <;> ring

/-- The state `(u+v)^(N-k) (u-v)^k` is mapped by the coupling to `(N-2k)/2` times itself. -/
theorem coupling_mode {N k : ℕ} (hk : k ≤ N) :
    coupling (mode N k) = (((N : ℝ) - 2 * k) / 2) • mode N k := by
  have key (a b : ℕ) : coupling ((X 0 + X 1) ^ a * (X 0 - X 1) ^ b) =
      (((a : ℝ) - b) / 2) • ((X 0 + X 1) ^ a * (X 0 - X 1) ^ b) := by
    induction a with
    | zero =>
      induction b with
      | zero => simp [coupling_apply]
      | succ b ih =>
        rw [show ((X 0 + X 1) ^ 0 * (X 0 - X 1) ^ (b + 1) : State) =
          (X 0 - X 1) * ((X 0 + X 1) ^ 0 * (X 0 - X 1) ^ b) by ring, (coupling_ladder ih).2]
        congr 1
        push_cast
        ring
    | succ a ih =>
      rw [show ((X 0 + X 1) ^ (a + 1) * (X 0 - X 1) ^ b : State) =
        (X 0 + X 1) * ((X 0 + X 1) ^ a * (X 0 - X 1) ^ b) by ring, (coupling_ladder ih).1]
      congr 1
      push_cast
      ring
  rw [mode, key, Nat.cast_sub hk]
  congr 1
  ring

lemma mode_ne_zero (N k : ℕ) : mode N k ≠ 0 := by
  refine mul_ne_zero (pow_ne_zero _ fun h => ?_) (pow_ne_zero _ fun h => ?_) <;>
  · have := congrArg (eval ![(1 : ℝ), 0]) h
    simp at this

lemma mode_isHomogeneous {N k : ℕ} (hk : k ≤ N) : (mode N k).IsHomogeneous N := by
  have h0 := isHomogeneous_X ℝ (0 : Fin 2)
  have h1 := isHomogeneous_X ℝ (1 : Fin 2)
  have hd : (X 0 - X 1 : State).IsHomogeneous 1 :=
    (homogeneousSubmodule (Fin 2) ℝ 1).sub_mem h0 h1
  have := ((h0.add h1).pow (N - k)).mul (hd.pow k)
  unfold mode
  convert this using 1
  omega

lemma mul_mem_modeSpan {N : ℕ} {p : State} (hp : p ∈ modeSpan N) :
    X 0 * p ∈ modeSpan (N + 1) ∧ X 1 * p ∈ modeSpan (N + 1) := by
  have hs : modeSpan N ≤ (modeSpan (N + 1)).comap (LinearMap.mulLeft ℝ (X 0 + X 1)) := by
    refine Submodule.span_le.mpr ?_
    rintro _ ⟨k, rfl⟩
    refine Submodule.subset_span ⟨⟨k, by omega⟩, ?_⟩
    change mode (N + 1) k = (X 0 + X 1) * mode N k
    rw [mode, mode, show N + 1 - (k : ℕ) = N - k + 1 by omega]
    ring
  have hd : modeSpan N ≤ (modeSpan (N + 1)).comap (LinearMap.mulLeft ℝ (X 0 - X 1)) := by
    refine Submodule.span_le.mpr ?_
    rintro _ ⟨k, rfl⟩
    refine Submodule.subset_span ⟨⟨k + 1, by omega⟩, ?_⟩
    change mode (N + 1) (k + 1) = (X 0 - X 1) * mode N k
    rw [mode, mode, show N + 1 - ((k : ℕ) + 1) = N - k by omega]
    ring
  have h1 : (X 0 + X 1) * p ∈ modeSpan (N + 1) := hs hp
  have h2 : (X 0 - X 1) * p ∈ modeSpan (N + 1) := hd hp
  have half (q : State) : q = (1 / 2 : ℝ) • (q + q) := by module
  constructor
  · rw [half (X 0 * p), show X 0 * p + X 0 * p = (X 0 + X 1) * p + (X 0 - X 1) * p by ring]
    exact Submodule.smul_mem _ _ (Submodule.add_mem _ h1 h2)
  · rw [half (X 1 * p), show X 1 * p + X 1 * p = (X 0 + X 1) * p - (X 0 - X 1) * p by ring]
    exact Submodule.smul_mem _ _ (Submodule.sub_mem _ h1 h2)

/-- Every `N`-quantum state is a combination of the states `(u+v)^(N-k) (u-v)^k`
with `0 ≤ k ≤ N`. -/
theorem level_le_modeSpan {N : ℕ} {p : State} (hp : p.IsHomogeneous N) :
    p ∈ modeSpan N := by
  have mono (a b : ℕ) : (X 0 ^ a * X 1 ^ b : State) ∈ modeSpan (a + b) := by
    induction a with
    | zero =>
      induction b with
      | zero => exact Submodule.subset_span ⟨0, by simp [mode]⟩
      | succ b ih =>
        rw [show (X 0 ^ 0 * X 1 ^ (b + 1) : State) = X 1 * (X 0 ^ 0 * X 1 ^ b) by ring]
        exact (mul_mem_modeSpan ih).2
    | succ a ih =>
      rw [show (X 0 ^ (a + 1) * X 1 ^ b : State) = X 0 * (X 0 ^ a * X 1 ^ b) by ring,
        show a + 1 + b = a + b + 1 by omega]
      exact (mul_mem_modeSpan ih).1
  rw [p.as_sum]
  refine Submodule.sum_mem _ fun d hd => ?_
  have h := hp (mem_support_iff.mp hd)
  rw [Finsupp.weight_apply, Finsupp.sum_fintype _ _ (by simp)] at h
  simp only [Fin.sum_univ_two, Pi.one_apply, smul_eq_mul, mul_one] at h
  rw [monomial_eq, Finsupp.prod_fintype _ _ (by simp), Fin.prod_univ_two,
    ← smul_eq_C_mul, ← h]
  exact Submodule.smul_mem _ _ (mono _ _)

/-- The first-order shifts of the `N`-quantum level under `xy`, that is the eigenvalues of
the projected perturbation on that level, are exactly `(N-2k)/2` with `0 ≤ k ≤ N`. -/
theorem first_order_shifts (N : ℕ) (E : ℝ) :
    (∃ p : State, p.IsHomogeneous N ∧ p ≠ 0 ∧
      homogeneousComponent N (position 0 (position 1 p)) = E • p) ↔
    ∃ k : ℕ, k ≤ N ∧ E = ((N : ℝ) - 2 * k) / 2 := by
  constructor
  · rintro ⟨p, hp, hp0, hE⟩
    rw [projected_xy hp] at hE
    by_contra hno
    -- distinct eigenvalues make the modes independent
    have hli : LinearIndependent ℝ (fun k : Fin (N + 1) => mode N k) := by
      refine Module.End.eigenvectors_linearIndependent' coupling
        (fun k : Fin (N + 1) => ((N : ℝ) - 2 * (k : ℕ)) / 2) ?_ _ fun k =>
        ⟨Module.End.mem_eigenspace_iff.mpr (coupling_mode (by omega)), mode_ne_zero _ _⟩
      intro i j hij
      have hij' : ((N : ℝ) - 2 * (i : ℕ)) / 2 = ((N : ℝ) - 2 * (j : ℕ)) / 2 := hij
      have : ((i : ℕ) : ℝ) = (j : ℕ) := by linarith
      exact Fin.ext (by exact_mod_cast this)
    obtain ⟨c, hc⟩ := (Submodule.mem_span_range_iff_exists_fun ℝ).mp (level_le_modeSpan hp)
    -- compare the two sides of the eigenvalue equation mode by mode
    have hz : ∑ k : Fin (N + 1),
        (c k * (((N : ℝ) - 2 * (k : ℕ)) / 2 - E)) • mode N k = 0 := by
      rw [← sub_eq_zero, ← hc, map_sum, Finset.smul_sum, ← Finset.sum_sub_distrib] at hE
      rw [← hE]
      refine Finset.sum_congr rfl fun k _ => ?_
      rw [map_smul, coupling_mode (by omega)]
      module
    apply hp0
    rw [← hc]
    refine Finset.sum_eq_zero fun k _ => ?_
    rcases mul_eq_zero.mp (Fintype.linearIndependent_iff.mp hli _ hz k) with h | h
    · rw [h, zero_smul]
    · exact absurd ⟨k, by omega, by linarith⟩ hno
  · rintro ⟨k, hk, rfl⟩
    exact ⟨mode N k, mode_isHomogeneous hk, mode_ne_zero N k,
      (projected_xy (mode_isHomogeneous hk)).trans (coupling_mode hk)⟩

end

end OscillatorPerturbedByXY
```

```lean
#print axioms OscillatorPerturbedByXY.first_order_shifts
```

```
'OscillatorPerturbedByXY.first_order_shifts' depends on axioms: [propext, Classical.choice, Quot.sound]
```

## The eigenvalue problem on one level

The theorem `first_order_shifts` is an equivalence. A real number E satisfies the projected eigenvalue equation for some nonzero homogeneous polynomial p of degree N if and only if E = (N − 2k)/2 for some natural number k ≤ N. For N = 0 the only shift is zero; for N ≥ 1 neighbouring shifts differ by 1.

In Lean, `X 0` is u and `X 1` is v, and `pderiv i` is the derivative with respect to `X i`. The hypothesis `p.IsHomogeneous N` puts p in the level. The zero polynomial also satisfies it, so `p ≠ 0` is required separately. Allowing complex amplitudes would add no shifts, because the eigenvectors found below also span the complex level, with the same eigenvalues. The map `homogeneousComponent N` keeps the part of degree N, which is the projection onto the level.

The function `position` fixes the units: lengths are measured in √(ħ/(mω)), with m the mass and ω the angular frequency. To first order in λ, a perturbation λxy in ordinary units therefore shifts the energy by λħ/(mω) times the stated numbers.

The monomial uᵃvᵇ stands for a quanta along x and b along y, without normalisation; the unit vector is uᵃvᵇ/√(a! b!). Likewise, for k ≤ N, `mode N k` becomes a unit vector after division by √(2ᴺ (N−k)! k!).

The file contains neither the unperturbed Hamiltonian nor a perturbation series. It takes from degenerate perturbation theory the rule that first-order shifts are eigenvalues of the projected perturbation. In molecular terms, this is the first-order splitting caused by a bilinear coupling between two harmonic vibrations of equal frequency, with anharmonicity and higher orders left out.

## From xy to the exchange of one quantum

Write ∂u and ∂v for the two derivatives. Since ∂u commutes with v,

xy = ½(u + ∂u)(v + ∂v) = ½(uv + u∂v + v∂u + ∂u∂v).

The term uv adds two quanta and ∂u∂v removes two, so neither contributes after projection. What remains is the coupling

K = ½(u∂v + v∂u),

which moves one quantum between the axes. The theorem `projected_xy` follows this calculation: `hx` is the expansion, while `hup` and `hdown` remove the outer terms by degree. The theorem `coupling_isHomogeneous` shows that K stays in the level. The vacuum is treated separately, because its derivatives vanish.

## A ladder of eigenvectors

Every term of K contains exactly one first derivative, so K obeys the product rule, `coupling_mul`:

K(pq) = p Kq + q Kp.

Direct differentiation gives

K(u + v) = ½(u + v),
K(u − v) = −½(u − v).

If Kp = cp, the product rule then yields

K((u + v)p) = (c + ½)(u + v)p,
K((u − v)p) = (c − ½)(u − v)p.

This is `coupling_ladder`. Starting from K1 = 0, induction on the two exponents gives

K((u + v)ᵃ(u − v)ᵇ) = ((a − b)/2)(u + v)ᵃ(u − v)ᵇ.

For k ≤ N, setting a = N − k and b = k gives the eigenvalue (N − 2k)/2, as stated in `coupling_mode`. These modes are nonzero, since both factors equal 1 at u = 1, v = 0. Every listed shift therefore occurs.

## No other shifts

The modes span the level because

u = ½[(u + v) + (u − v)],
v = ½[(u + v) − (u − v)].

Multiplying a mode of degree N by u + v or u − v gives a mode of degree N + 1. Multiplication by u or v therefore takes the span at degree N into the span at degree N + 1, which is `mul_mem_modeSpan`. Building up each monomial one factor at a time proves `level_le_modeSpan`.

The N + 1 eigenvalues are distinct, so the modes mₖ are linearly independent. Let p be a nonzero state in the level with Kp = Ep, and write p = Σₖ cₖmₖ. Then

Σₖ cₖ((N − 2k)/2 − E)mₖ = 0.

Every coefficient in this sum vanishes. Since p ≠ 0, some cₖ is nonzero, and for that k, E = (N − 2k)/2. Lean runs the same argument by contradiction: if E were not on the list, every cₖ would vanish, and so would p.
